# The alternating series of 2/n², positive for odd n, sums to π²/6

The declaration `hasSum_alternating` says that 2/n², taken with a plus sign for odd n and a minus sign for even n, sums to π²/6. The sum runs over all natural numbers, and the term at n = 0 is zero because Lean sets division by zero to zero. The statement is pure analysis and assumes no physical model. The attempt starts from the known sum of 1/n², which is π²/6, and splits it into an even part, π²/24, and an odd part. It then flips the sign of the even part, doubles both and adds them again.

An attempt in Lean 4 with a fault in it:

```lean
import Mathlib

open MeasureTheory Real Set Filter Topology

namespace HasSumAlternating

noncomputable section

/-- The alternating series with terms `2 / n²`, positive for odd `n`, sums to `π² / 6`. -/
theorem hasSum_alternating :
    HasSum (fun n : ℕ => -(-1 : ℝ) ^ n * (2 / (n : ℝ) ^ 2)) (π ^ 2 / 6) := by
  have z := hasSum_zeta_two
  have he : HasSum (fun k : ℕ => 1 / ((2 * k : ℕ) : ℝ) ^ 2) (π ^ 2 / 24) := by
    convert z.mul_left (1 / 4) using 1
    · ext k
      push_cast
      ring
    · ring
  have ho : Summable (fun k : ℕ => 1 / ((2 * k + 1 : ℕ) : ℝ) ^ 2) :=
    z.summable.comp_injective (i := fun k : ℕ => 2 * k + 1) (fun a b h => by
      dsimp only at h
      omega)
  have s := (HasSum.even_add_odd (f := fun n : ℕ => 1 / (n : ℝ) ^ 2) he ho.hasSum).unique z
  -- even terms change sign, odd terms keep theirs
  have r := HasSum.even_add_odd (f := fun n : ℕ => -(-1 : ℝ) ^ n * (2 / (n : ℝ) ^ 2))
    (by
      convert he.mul_left (-2) using 1
      ext k
      have hs : (-1 : ℝ) ^ (2 * k) = 1 := by rw [pow_mul]; norm_num
      rw [hs]
      ring)
    (by
      convert ho.hasSum.mul_left 2 using 1
      ext k
      have hs : (-1 : ℝ) ^ (2 * k + 1) = -1 := by rw [pow_succ, pow_mul]; norm_num
      rw [hs]
      ring)
  convert r using 1
  linarith

end

end HasSumAlternating
```

Messages:

```
Try this:
  [apply] ring_nf
  
  The `ring` tactic failed to close the goal. Use `ring_nf` to obtain a normal form.
    
  Note that `ring` works primarily in *commutative* rings. If you have a noncommutative ring, abelian group or module, consider using `noncomm_ring`, `abel` or `module` instead.
Main.lean:18:4: error: unsolved goals
case e'_5
z : HasSum (fun n => 1 / ↑n ^ 2) (π ^ 2 / 6)
⊢ (fun k => (↑(k * 2))⁻¹ ^ 2) = fun i => (↑i)⁻¹ ^ 2 * (1 / 4)
Main.lean:13:76: error: unsolved goals
case e'_6
z : HasSum (fun n => 1 / ↑n ^ 2) (π ^ 2 / 6)
⊢ π ^ 2 / 24 = 1 / 4 * (π ^ 2 / 6)
Main.lean:29:49: error: Tactic `rewrite` failed: Did not find an occurrence of the pattern
  ?a ^ (?m * ?n)
in the target expression
  (-1) ^ (2 * k) = 1

z : HasSum (fun n => 1 / ↑n ^ 2) (π ^ 2 / 6)
he : HasSum (fun k => 1 / ↑(2 * k) ^ 2) (π ^ 2 / 24)
ho : Summable fun k => 1 / ↑(2 * k + 1) ^ 2
s : π ^ 2 / 24 + ∑' (b : ℕ), 1 / ↑(2 * b + 1) ^ 2 = π ^ 2 / 6
k x✝ : ℝ
⊢ (-1) ^ (2 * k) = 1
Main.lean:30:10: error: Tactic `rewrite` failed: Did not find an occurrence of the pattern
  (-1) ^ (2 * k)
in the target expression
  k + x✝ = k + x✝

case e'_3
z : HasSum (fun n => 1 / ↑n ^ 2) (π ^ 2 / 6)
he : HasSum (fun k => 1 / ↑(2 * k) ^ 2) (π ^ 2 / 24)
ho : Summable fun k => 1 / ↑(2 * k + 1) ^ 2
s : π ^ 2 / 24 + ∑' (b : ℕ), 1 / ↑(2 * b + 1) ^ 2 = π ^ 2 / 6
k x✝ : ℝ
hs : (-1) ^ (2 * k) = 1
⊢ k + x✝ = k + x✝
Main.lean:35:54: error: Tactic `rewrite` failed: Did not find an occurrence of the pattern
  ?a ^ (?n + 1)
in the target expression
  (-1) ^ (2 * k + 1) = -1

z : HasSum (fun n => 1 / ↑n ^ 2) (π ^ 2 / 6)
he : HasSum (fun k => 1 / ↑(2 * k) ^ 2) (π ^ 2 / 24)
ho : Summable fun k => 1 / ↑(2 * k + 1) ^ 2
s : π ^ 2 / 24 + ∑' (b : ℕ), 1 / ↑(2 * b + 1) ^ 2 = π ^ 2 / 6
k x✝ : ℝ
⊢ (-1) ^ (2 * k + 1) = -1
Main.lean:36:10: error: Tactic `rewrite` failed: Did not find an occurrence of the pattern
  (-1) ^ (2 * k + 1)
in the target expression
  k + x✝ = k + x✝

case e'_3
z : HasSum (fun n => 1 / ↑n ^ 2) (π ^ 2 / 6)
he : HasSum (fun k => 1 / ↑(2 * k) ^ 2) (π ^ 2 / 24)
ho : Summable fun k => 1 / ↑(2 * k + 1) ^ 2
s : π ^ 2 / 24 + ∑' (b : ℕ), 1 / ↑(2 * b + 1) ^ 2 = π ^ 2 / 6
k x✝ : ℝ
hs : (-1) ^ (2 * k + 1) = -1
⊢ k + x✝ = k + x✝
```

What went wrong. The three `convert … using 1` calls on a `mul_left` term each produced a goal the proof had not planned for, asking that two additive structures on ℝ be equal. It came first, so `ext k` acted on it, reduced it to the equality of two additions and made `k` a real number.

In `he`, the first bullet closed this extra goal. The second bullet's `ring` then met the equation between functions without the `ext k` and `push_cast` written for it, and stopped with the cast of `k * 2` still unsplit. The equation for π²/24 had no bullet left.

In the two blocks inside `r`, the real `k` turned `(-1) ^ (2 * k)` and `(-1) ^ (2 * k + 1)` into powers with real exponents, which `pow_mul` and `pow_succ` do not match. `rw [hs]` failed too, since the goal was only `k + x✝ = k + x✝`.

The repair drops `convert`. In `he` it proves the function equation as `e`, rewrites with it and the value, and ends with `exact`, which accepts the two additive structures as the same by definition. In `re` and `ro`, `refine` accepts them in the same way, and `congr_fun` leaves only an equality term by term, with `k` a natural number, so the power lemmas apply. No message concerns the closing `convert r` and `linarith`, so nothing here shows that replacing them was necessary.

The mended proof, as a diff:

```diff
@@ -12,9 +12,11 @@
   have z := hasSum_zeta_two
   have he : HasSum (fun k : ℕ => 1 / ((2 * k : ℕ) : ℝ) ^ 2) (π ^ 2 / 24) := by
-    convert z.mul_left (1 / 4) using 1
-    · ext k
+    have e : (fun k : ℕ => 1 / ((2 * k : ℕ) : ℝ) ^ 2)
+        = fun k : ℕ => 1 / 4 * (1 / (k : ℝ) ^ 2) := by
+      funext k
       push_cast
       ring
-    · ring
+    rw [e, show π ^ 2 / 24 = 1 / 4 * (π ^ 2 / 6) by ring]
+    exact z.mul_left (1 / 4)
   have ho : Summable (fun k : ℕ => 1 / ((2 * k + 1 : ℕ) : ℝ) ^ 2) :=
     z.summable.comp_injective (i := fun k : ℕ => 2 * k + 1) (fun a b h => by
@@ -23,19 +25,19 @@
   have s := (HasSum.even_add_odd (f := fun n : ℕ => 1 / (n : ℝ) ^ 2) he ho.hasSum).unique z
   -- even terms change sign, odd terms keep theirs
-  have r := HasSum.even_add_odd (f := fun n : ℕ => -(-1 : ℝ) ^ n * (2 / (n : ℝ) ^ 2))
-    (by
-      convert he.mul_left (-2) using 1
-      ext k
-      have hs : (-1 : ℝ) ^ (2 * k) = 1 := by rw [pow_mul]; norm_num
-      rw [hs]
-      ring)
-    (by
-      convert ho.hasSum.mul_left 2 using 1
-      ext k
-      have hs : (-1 : ℝ) ^ (2 * k + 1) = -1 := by rw [pow_succ, pow_mul]; norm_num
-      rw [hs]
-      ring)
-  convert r using 1
-  linarith
+  have re : HasSum (fun k : ℕ => -(-1 : ℝ) ^ (2 * k) * (2 / ((2 * k : ℕ) : ℝ) ^ 2))
+      (-2 * (π ^ 2 / 24)) := by
+    refine (he.mul_left (-2)).congr_fun fun k => ?_
+    rw [pow_mul, neg_one_sq, one_pow]
+    ring
+  have ro : HasSum (fun k : ℕ => -(-1 : ℝ) ^ (2 * k + 1) * (2 / ((2 * k + 1 : ℕ) : ℝ) ^ 2))
+      (2 * ∑' k : ℕ, 1 / ((2 * k + 1 : ℕ) : ℝ) ^ 2) := by
+    refine (ho.hasSum.mul_left 2).congr_fun fun k => ?_
+    rw [pow_succ, pow_mul, neg_one_sq, one_pow]
+    ring
+  have r := HasSum.even_add_odd (f := fun n : ℕ => -(-1 : ℝ) ^ n * (2 / (n : ℝ) ^ 2)) re ro
+  have v : π ^ 2 / 6 = -2 * (π ^ 2 / 24)
+      + 2 * ∑' k : ℕ, 1 / ((2 * k + 1 : ℕ) : ℝ) ^ 2 := by linarith
+  rw [v]
+  exact r
 
 end
```
